# In a finite basis, a non-positive potential makes the ZORA kinetic energy operator monotone in the potential and at most the nonrelativistic one

In atomic units, with energies measured from the rest energy, a stationary electron is described by a large component $\varphi$ and a small component $\chi$ that satisfy the Dirac equations

$$U\varphi + cP^\dagger\chi = E\varphi,\qquad cP\varphi + (V-2c^2)\chi = E\chi .$$

Here $c$ is the speed of light, $P$ is $\boldsymbol\sigma\cdot\mathbf p$ taken from large to small components, $E$ is the energy, and $U$ and $V$ are the potential acting on the large and the small component. The second equation reads $(2c^2+E-V)\chi = cP\varphi$. The zeroth-order regular approximation (ZORA) drops $E$ there, which is reasonable when $|E|$ is small compared with $2c^2-V$. Its kinetic energy operator is

$$T(V) = c^2P^\dagger(2c^2-V)^{-1}P .$$

Both components are expanded in finite orthonormal bases, so all operators are complex matrices. The index types `m` and `n` label the small and large basis functions (`m` is not a mass), and $P$ may be rectangular. The order $A\le B$ is the Loewner order: $B-A$ is Hermitian and $x^\dagger(B-A)x\ge 0$ for every $x$. Lean writes this as `(B - A).PosSemidef`; `PosDef` demands strict positivity for $x\ne0$.

```lean
import Mathlib

open Matrix
open scoped ComplexOrder

namespace ZORA

noncomputable section

variable {m n : Type*} [Fintype m] [DecidableEq m] [Fintype n]
```

The matrix $2c^2-V$ is called `gap`, which here means neither a band gap nor an excitation energy.

```lean
/-- The operator `2c² - V` that multiplies the small component in the ZORA equations. -/
def gap (c : ℝ) (V : Matrix m m ℂ) : Matrix m m ℂ :=
  (2 * (c : ℂ) ^ 2) • (1 : Matrix m m ℂ) - V
```

Lean assigns a value to the inverse of a singular matrix too, so invertibility has to be proved separately for the next definition to have its intended meaning.

```lean
/-- The ZORA kinetic energy `T(V) = c² P† (2c² - V)⁻¹ P`, for `2c² - V` invertible. -/
def zoraKinetic (c : ℝ) (P : Matrix m n ℂ) (V : Matrix m m ℂ) : Matrix n n ℂ :=
  ((c : ℂ) ^ 2) • (Pᴴ * (gap c V)⁻¹ * P)
```

The step from these matrices to the differential operators is left open. In a finite basis, the inverse of the matrix of $2c^2-V$ is in general not the matrix of the function $1/(2c^2-V)$, and no basis-set limit is taken.

## (a) The operator acting on the small component

Let $c>0$ and $V\le0$, as for the attraction by nuclei alone. Show that

$$2c^2-V>0 .$$

The matrix is Hermitian, and for $x\neq0$

$$x^\dagger(2c^2-V)x = 2c^2\,x^\dagger x + x^\dagger(-V)x .$$

The first term is positive and the second is non-negative. A positive definite matrix has no null vector, so $2c^2-V$ is invertible.

The hypothesis $V\le0$ appears as `(-V).PosSemidef`. The last line of the proof adds the same two terms: a positive multiple of the identity and the positive semidefinite $-V$.

```lean
omit [Fintype m] in
/-- For `c > 0` and a potential `V ≤ 0`, the operator `2c² - V` is positive definite. -/
theorem gap_posDef {c : ℝ} (hc : 0 < c) {V : Matrix m m ℂ} (hV : (-V).PosSemidef) :
    (gap c V).PosDef := by
  have hk : (0 : ℂ) < 2 * (c : ℂ) ^ 2 := by
    exact_mod_cast (by positivity : (0 : ℝ) < 2 * c ^ 2)
  have h1 : (1 : Matrix m m ℂ).PosDef := Matrix.PosDef.one
  rw [gap, sub_eq_add_neg]
  exact (h1.smul hk).add_posSemidef hV
```

## (b) Eliminating the small component

Suppose that $2c^2-V$ is invertible. Show that the ZORA equations

$$(2c^2-V)\chi=cP\varphi,\qquad U\varphi+cP^\dagger\chi=E\varphi$$

are equivalent to

$$\chi=c(2c^2-V)^{-1}P\varphi,\qquad (U+T(V))\varphi=E\varphi .$$

Multiplying the lower equation by $(2c^2-V)^{-1}$ gives the formula for $\chi$, and multiplying back by $2c^2-V$ recovers the equation. With this $\chi$,

$$cP^\dagger\chi=c^2P^\dagger(2c^2-V)^{-1}P\varphi=T(V)\varphi ,$$

so the two upper equations are the same.

In Lean, `hχ` is the equivalence of the lower equations and `hT` is the substitution. The vectors need not be normalised, and $U$ and $E$ are arbitrary. The energy has already been dropped from the lower equation, so the theorem gives no estimate of the ZORA error.

```lean
/-- Elimination of the small component: if `2c² - V` is invertible, the coupled equations
`(2c² - V) χ = c P φ` and `U φ + c P† χ = E φ` hold exactly when `χ = c (2c² - V)⁻¹ P φ` and
`φ` solves `(U + T(V)) φ = E φ`. -/
theorem small_component_elimination (c : ℝ) (P : Matrix m n ℂ) (V : Matrix m m ℂ)
    (U : Matrix n n ℂ) (E : ℂ) (φ : n → ℂ) (χ : m → ℂ) (hV : IsUnit (gap c V)) :
    (gap c V *ᵥ χ = (c : ℂ) • (P *ᵥ φ) ∧ U *ᵥ φ + (c : ℂ) • (Pᴴ *ᵥ χ) = E • φ) ↔
      (χ = (c : ℂ) • ((gap c V)⁻¹ *ᵥ (P *ᵥ φ)) ∧
        (U + zoraKinetic c P V) *ᵥ φ = E • φ) := by
  have hd := (Matrix.isUnit_iff_isUnit_det _).mp hV
  have hl : ∀ w, gap c V *ᵥ ((gap c V)⁻¹ *ᵥ w) = w := fun w => by
    rw [Matrix.mulVec_mulVec, Matrix.mul_nonsing_inv _ hd, Matrix.one_mulVec]
  have hr : ∀ w, (gap c V)⁻¹ *ᵥ (gap c V *ᵥ w) = w := fun w => by
    rw [Matrix.mulVec_mulVec, Matrix.nonsing_inv_mul _ hd, Matrix.one_mulVec]
  -- solve the lower equation for the small component
  have hχ : gap c V *ᵥ χ = (c : ℂ) • (P *ᵥ φ) ↔
      χ = (c : ℂ) • ((gap c V)⁻¹ *ᵥ (P *ᵥ φ)) := by
    constructor
    · intro h
      rw [← Matrix.mulVec_smul, ← h, hr]
    · intro h
      rw [h, Matrix.mulVec_smul, hl]
  rw [hχ]
  refine and_congr_right fun h => ?_
  -- insert it into the upper equation
  have hT : (c : ℂ) • (Pᴴ *ᵥ χ) = zoraKinetic c P V *ᵥ φ := by
    rw [h, Matrix.mulVec_smul, smul_smul, zoraKinetic, Matrix.smul_mulVec,
      ← Matrix.mulVec_mulVec, ← Matrix.mulVec_mulVec, sq]
  rw [hT, Matrix.add_mulVec]
```

## (c) Inversion reverses the order

Let $A$ be positive definite and $A\le B$. Show that

$$B^{-1}\le A^{-1}.$$

Put $D=B-A\ge0$. Then $B=A+D$ is positive definite, hence invertible. Two identities follow by multiplying out:

$$B^{-1}DA^{-1}=A^{-1}-B^{-1},\qquad DB^{-1}=1-AB^{-1}.$$

They give

$$\begin{aligned}
B^{-1}DB^{-1}+B^{-1}DA^{-1}DB^{-1}
&=\bigl(B^{-1}+A^{-1}-B^{-1}\bigr)DB^{-1}\\
&=A^{-1}(1-AB^{-1})=A^{-1}-B^{-1}.
\end{aligned}$$

Since $B^{-1}$ and $D$ are Hermitian, the terms on the left are $(B^{-1})^\dagger D\,B^{-1}$ and $(DB^{-1})^\dagger A^{-1}(DB^{-1})$. Both have the form $X^\dagger MX$ with $M\ge0$, so both are positive semidefinite, and so is their sum.

The two identities are `h1` and `h2`, the decomposition is `key`, and `p1` and `p2` state the positivity of its terms.

```lean
/-- Inversion reverses the Loewner order: if `A` is positive definite and `A ≤ B`, then
`B⁻¹ ≤ A⁻¹`. -/
theorem inv_antitone {A B : Matrix m m ℂ} (hA : A.PosDef) (hAB : (B - A).PosSemidef) :
    (A⁻¹ - B⁻¹).PosSemidef := by
  have hB : B.PosDef := by
    have h := hA.add_posSemidef hAB
    rwa [add_sub_cancel] at h
  have dA := (Matrix.isUnit_iff_isUnit_det _).mp hA.isUnit
  have dB := (Matrix.isUnit_iff_isUnit_det _).mp hB.isUnit
  have h1 : B⁻¹ * (B - A) * A⁻¹ = A⁻¹ - B⁻¹ := by
    rw [mul_sub, sub_mul, Matrix.nonsing_inv_mul _ dB, one_mul, mul_assoc,
      Matrix.mul_nonsing_inv _ dA, mul_one]
  have h2 : (B - A) * B⁻¹ = 1 - A * B⁻¹ := by
    rw [sub_mul, Matrix.mul_nonsing_inv _ dB]
  -- the difference of inverses is a sum of two positive congruences
  have key : A⁻¹ - B⁻¹ =
      B⁻¹ * (B - A) * B⁻¹ + B⁻¹ * (B - A) * A⁻¹ * ((B - A) * B⁻¹) := by
    rw [h1, mul_assoc B⁻¹, h2, ← add_mul, add_sub_cancel, mul_sub, mul_one, ← mul_assoc,
      Matrix.nonsing_inv_mul _ dA, one_mul]
  have hBi : (B⁻¹)ᴴ = B⁻¹ := hB.inv.isHermitian
  have hD : (B - A)ᴴ = B - A := hAB.isHermitian
  have p1 := hAB.conjTranspose_mul_mul_same B⁻¹
  have p2 := hA.inv.posSemidef.conjTranspose_mul_mul_same ((B - A) * B⁻¹)
  rw [hBi] at p1
  rw [Matrix.conjTranspose_mul, hBi, hD] at p2
  rw [key]
  exact p1.add p2
```

## (d) The kinetic energy operator is monotone in the potential

Let $V_1\le V_2$ and let $2c^2-V_2$ be positive definite. Show that

$$T(V_1)\le T(V_2).$$

Set $A=2c^2-V_2$ and $B=2c^2-V_1$. Then $B-A=V_2-V_1\ge0$, and part (c) gives $A^{-1}-B^{-1}\ge0$. Therefore

$$T(V_2)-T(V_1)=c^2P^\dagger\bigl(A^{-1}-B^{-1}\bigr)P\ge0 .$$

The potential may be positive here, provided that it stays below $2c^2$, the separation between the positive- and negative-energy continua of the free Dirac equation. In the code, `hg` computes $B-A$, `hi` applies part (c), and `e` factors the difference of kinetic energies.

```lean
/-- Monotonicity: if `V₁ ≤ V₂` and `2c² - V₂` is positive definite, then `T(V₁) ≤ T(V₂)`. -/
theorem zoraKinetic_mono (c : ℝ) (P : Matrix m n ℂ) {V₁ V₂ : Matrix m m ℂ}
    (h₂ : (gap c V₂).PosDef) (h : (V₂ - V₁).PosSemidef) :
    (zoraKinetic c P V₂ - zoraKinetic c P V₁).PosSemidef := by
  have hc : (0 : ℂ) ≤ (c : ℂ) ^ 2 := by exact_mod_cast sq_nonneg c
  have hg : gap c V₁ - gap c V₂ = V₂ - V₁ := by
    unfold gap
    abel
  have hi := inv_antitone h₂ (by rw [hg]; exact h)
  have e : zoraKinetic c P V₂ - zoraKinetic c P V₁ =
      ((c : ℂ) ^ 2) • (Pᴴ * ((gap c V₂)⁻¹ - (gap c V₁)⁻¹) * P) := by
    simp only [zoraKinetic, Matrix.mul_sub, Matrix.sub_mul, smul_sub]
  rw [e]
  exact (hi.conjTranspose_mul_mul_same P).smul hc
```

## (e) Zero potential

For $c\ne0$, show that

$$T(0)=\tfrac12P^\dagger P .$$

The matrix to be inverted is $2c^2$ times the identity, so

$$T(0)=c^2P^\dagger\,\frac{1}{2c^2}\,P=\tfrac12P^\dagger P .$$

For the differential operators this is the nonrelativistic kinetic energy, since $(\boldsymbol\sigma\cdot\mathbf p)^2=p^2$. In a finite basis, $P^\dagger P/2$ is the matrix of $p^2/2$ if the small-component basis spans the images of the large one under $\boldsymbol\sigma\cdot\mathbf p$; otherwise it is the version projected on the small basis, which is at most the matrix of $p^2/2$ in the Loewner order.

Lean checks the inverse in `hi` by multiplication and then cancels $c^2$.

```lean
omit [Fintype n] in
/-- For `c ≠ 0` and zero potential, the ZORA kinetic energy is `P†P/2`. -/
theorem zoraKinetic_zero {c : ℝ} (hc : c ≠ 0) (P : Matrix m n ℂ) :
    zoraKinetic c P 0 = (1 / 2 : ℂ) • (Pᴴ * P) := by
  have hc' : (c : ℂ) ≠ 0 := by exact_mod_cast hc
  have hk : 2 * (c : ℂ) ^ 2 ≠ 0 := mul_ne_zero two_ne_zero (pow_ne_zero 2 hc')
  have hi : (gap c (0 : Matrix m m ℂ))⁻¹ = (2 * (c : ℂ) ^ 2)⁻¹ • (1 : Matrix m m ℂ) := by
    apply Matrix.inv_eq_right_inv
    rw [gap, sub_zero, Matrix.smul_mul, Matrix.one_mul, smul_smul, mul_inv_cancel₀ hk,
      one_smul]
  rw [zoraKinetic, hi, Matrix.mul_smul, Matrix.mul_one, Matrix.smul_mul, smul_smul]
  congr 1
  field_simp
```

## (f) The chain of bounds

Let $c>0$ and $V_1\le V_2\le0$. Show that $2c^2-V_1$ and $2c^2-V_2$ are invertible and that

$$0\le T(V_1)\le T(V_2)\le\tfrac12P^\dagger P .$$

First, $-V_1=(V_2-V_1)+(-V_2)\ge0$, so part (a) applies to both potentials and gives both inverses. The inverse of a positive definite matrix is positive definite, hence $T(V_1)=c^2P^\dagger(2c^2-V_1)^{-1}P\ge0$. The middle inequality is part (d). For the last one, apply part (d) to the pair $V_2\le0$, with zero as the upper potential, and insert part (e):

$$T(V_2)\le T(0)=\tfrac12P^\dagger P .$$

The conclusion in Lean is a conjunction: two `IsUnit` statements for invertibility, then the three inequalities from left to right. For a fixed nonzero $\varphi$, the same for all the operators, the inequalities also order the expectation values $\varphi^\dagger T\varphi/\varphi^\dagger\varphi$. They do not compare the kinetic energies of eigenvectors that belong to different potentials.

```lean
/-- For `c > 0` and `V₁ ≤ V₂ ≤ 0`, both operators `2c² - Vᵢ` are invertible and
`0 ≤ T(V₁) ≤ T(V₂) ≤ P†P/2` in the Loewner order. -/
theorem zora_kinetic_bounds {c : ℝ} (hc : 0 < c) (P : Matrix m n ℂ) {V₁ V₂ : Matrix m m ℂ}
    (h₁₂ : (V₂ - V₁).PosSemidef) (h₂ : (-V₂).PosSemidef) :
    (IsUnit (gap c V₁) ∧ IsUnit (gap c V₂)) ∧
      (zoraKinetic c P V₁).PosSemidef ∧
      (zoraKinetic c P V₂ - zoraKinetic c P V₁).PosSemidef ∧
      ((1 / 2 : ℂ) • (Pᴴ * P) - zoraKinetic c P V₂).PosSemidef := by
  have h₁ : (-V₁).PosSemidef := by
    have h := h₁₂.add h₂
    have e : V₂ - V₁ + -V₂ = -V₁ := by abel
    rwa [e] at h
  have g₁ := gap_posDef hc h₁
  have g₂ := gap_posDef hc h₂
  have g₀ : (gap c (0 : Matrix m m ℂ)).PosDef :=
    gap_posDef hc (by rw [neg_zero]; exact Matrix.PosSemidef.zero)
  have hc2 : (0 : ℂ) ≤ (c : ℂ) ^ 2 := by exact_mod_cast sq_nonneg c
  refine ⟨⟨g₁.isUnit, g₂.isUnit⟩,
    (g₁.inv.posSemidef.conjTranspose_mul_mul_same P).smul hc2,
    zoraKinetic_mono c P g₂ h₁₂, ?_⟩
  -- the nonrelativistic bound is monotonicity up to zero potential
  rw [← zoraKinetic_zero hc.ne' P]
  exact zoraKinetic_mono c P g₀ (by rw [zero_sub]; exact h₂)
```

For electronic-structure calculations in a finite orthonormal basis with $V\le0$ and a fixed Hermitian $U$, the min–max principle, an additional argument without a Lean proof here, then puts each ZORA level at or below the corresponding level of $U+P^\dagger P/2$.

## (g) A vanishing compression

Let $S\ge0$ and $P^\dagger SP=0$. Show that

$$SP=0 .$$

Take any $x$ and put $y=Px$. Then $y^\dagger Sy=x^\dagger P^\dagger SPx=0$. Writing $S=R^\dagger R$ gives $\|Ry\|^2=0$, so $Ry=0$ and $Sy=R^\dagger Ry=0$. Thus $SPx=0$ for every $x$, which means $SP=0$.

Lean takes the step from $y^\dagger Sy=0$ to $Sy=0$ from Mathlib, through `dotProduct_mulVec_zero_iff`. It then reads off the columns of $SP$ by applying the matrix to the unit vectors `Pi.single j 1`.

```lean
omit [DecidableEq m] in
/-- If `S` is positive semidefinite and `P† S P = 0`, then `S P = 0`. -/
theorem mul_eq_zero_of_compression {S : Matrix m m ℂ} (hS : S.PosSemidef)
    {P : Matrix m n ℂ} (h : Pᴴ * S * P = 0) : S * P = 0 := by
  classical
  have key : ∀ x, (S * P) *ᵥ x = 0 := by
    intro x
    rw [← Matrix.mulVec_mulVec, ← hS.dotProduct_mulVec_zero_iff, Matrix.star_mulVec,
      ← Matrix.dotProduct_mulVec]
    simp only [Matrix.mulVec_mulVec, ← Matrix.mul_assoc, h, Matrix.zero_mulVec,
      dotProduct_zero]
  ext i j
  have hij := congrFun (key (Pi.single j 1)) i
  rw [Matrix.mulVec_single_one] at hij
  exact hij
```

## (h) When the two kinetic energies coincide

Let $c>0$ and $V\le0$. Show that

$$T(V)=\tfrac12P^\dagger P\quad\Longleftrightarrow\quad VP=0 .$$

Write $G_0=2c^2\,1$ and $G=G_0-V$; both are invertible by part (a).

Assume first that the kinetic energies are equal. Since $G-G_0=-V\ge0$, part (c) gives $S=G_0^{-1}-G^{-1}\ge0$. By part (e),

$$c^2P^\dagger SP=T(0)-T(V)=0 ,$$

and part (g) yields $SP=0$. So $Q=G_0^{-1}P$ equals $G^{-1}P$, and $G_0Q=P=GQ$. Subtracting gives $VQ=0$. Because $P=2c^2Q$, it follows that $VP=0$.

Conversely, let $VP=0$. Then $GP=2c^2P$, so $P=2c^2G^{-1}P$ and

$$P^\dagger P=2c^2P^\dagger G^{-1}P=2T(V).$$

Equality of the full matrices therefore means that the potential annihilates every vector $P\varphi$. In the first direction of the Lean proof, `h1` states that the inverses agree on the range of $P$, and `h2` and `h3` start as the equations $GQ=P$ and $G_0Q=P$. In the second direction, `h2` to `h4` are the three equations of the converse.

```lean
/-- Equality case: for `c > 0` and `V ≤ 0`, the ZORA kinetic energy equals `P†P/2` exactly when
`V P = 0`. -/
theorem zoraKinetic_eq_nonrel_iff {c : ℝ} (hc : 0 < c) (P : Matrix m n ℂ)
    {V : Matrix m m ℂ} (hV : (-V).PosSemidef) :
    zoraKinetic c P V = (1 / 2 : ℂ) • (Pᴴ * P) ↔ V * P = 0 := by
  have hc' : (c : ℂ) ≠ 0 := by exact_mod_cast hc.ne'
  have g₀ : (gap c (0 : Matrix m m ℂ)).PosDef :=
    gap_posDef hc (by rw [neg_zero]; exact Matrix.PosSemidef.zero)
  have d₀ := (Matrix.isUnit_iff_isUnit_det _).mp g₀.isUnit
  have hd := (Matrix.isUnit_iff_isUnit_det _).mp (gap_posDef hc hV).isUnit
  have hg : gap c V = gap c 0 - V := by rw [gap, gap, sub_zero]
  constructor
  · intro h
    rw [← zoraKinetic_zero hc.ne' P] at h
    have hS : ((gap c 0)⁻¹ - (gap c V)⁻¹).PosSemidef :=
      inv_antitone g₀ (by rw [hg, sub_sub_cancel_left]; exact hV)
    have e : ((c : ℂ) ^ 2) • (Pᴴ * ((gap c 0)⁻¹ - (gap c V)⁻¹) * P) = 0 := by
      rw [Matrix.mul_sub, Matrix.sub_mul, smul_sub]
      exact sub_eq_zero.mpr h.symm
    -- both inverses agree on the range of `P`
    have h1 := mul_eq_zero_of_compression hS
      ((smul_eq_zero.mp e).resolve_left (pow_ne_zero 2 hc'))
    rw [Matrix.sub_mul, sub_eq_zero] at h1
    have h2 : gap c V * ((gap c (0 : Matrix m m ℂ))⁻¹ * P) = P := by
      rw [h1, ← Matrix.mul_assoc, Matrix.mul_nonsing_inv _ hd, Matrix.one_mul]
    have h3 : gap c (0 : Matrix m m ℂ) * ((gap c (0 : Matrix m m ℂ))⁻¹ * P) = P := by
      rw [← Matrix.mul_assoc, Matrix.mul_nonsing_inv _ d₀, Matrix.one_mul]
    rw [hg, Matrix.sub_mul, h3, sub_eq_self] at h2
    -- the free gap is a multiple of the identity, so it can be moved past `V`
    rw [gap, sub_zero, Matrix.smul_mul, Matrix.one_mul] at h3
    rw [gap, sub_zero] at h2
    rw [← h3, Matrix.mul_smul, h2, smul_zero]
  · intro h
    have h2 : gap c V * P = (2 * (c : ℂ) ^ 2) • P := by
      rw [gap, Matrix.sub_mul, Matrix.smul_mul, Matrix.one_mul, h, sub_zero]
    have h3 : (2 * (c : ℂ) ^ 2) • ((gap c V)⁻¹ * P) = P := by
      rw [← Matrix.mul_smul, ← h2, ← Matrix.mul_assoc, Matrix.nonsing_inv_mul _ hd,
        Matrix.one_mul]
    have h4 : Pᴴ * P = (2 * (c : ℂ) ^ 2) • (Pᴴ * (gap c V)⁻¹ * P) := by
      rw [Matrix.mul_assoc, ← Matrix.mul_smul, h3]
    rw [h4, smul_smul, zoraKinetic]
    congr 1
    ring

end

end ZORA
```

```lean
#print axioms ZORA.small_component_elimination
#print axioms ZORA.zora_kinetic_bounds
#print axioms ZORA.zoraKinetic_eq_nonrel_iff
```

```
'ZORA.small_component_elimination' depends on axioms: [propext, Classical.choice, Quot.sound]
'ZORA.zora_kinetic_bounds' depends on axioms: [propext, Classical.choice, Quot.sound]
'ZORA.zoraKinetic_eq_nonrel_iff' depends on axioms: [propext, Classical.choice, Quot.sound]
```
